# The change of a ZORA expectation value under a constant shift of the potential

In the ZORA approximation to the Dirac equation, a constant added to the potential also enters the denominator of the kinetic term, so expectation values generally change by more than that constant. The lemma `expectation_shift` computes this change for a fixed vector x in a finite matrix model for one particle, with Hamiltonian H(d) = V + d + c²P†(2c² − W − d)⁻¹P at shift d, in atomic units. Here P stands for the matrix of σ·p, and V and W for the potential in the bases of the large and the small component; the lemma allows any complex matrices V and P of matching sizes and any real diagonal W.

When the shift goes from d to e, with all the denominators nonzero, x†Hx changes by (e − d) times the sum of ‖x‖² and Σᵢ c²|(Px)ᵢ|² / ((2c² − Wᵢ − d)(2c² − Wᵢ − e)). The vector x need not be normalised; for x ≠ 0, dividing by ‖x‖² gives the change of the expectation value. The proof takes the difference of the two Hamiltonians from `zora_sub`, writes the quadratic form as sums over components, and compares the weighted sums term by term.

The first attempt, which Lean rejects:

```lean
import Mathlib

open Matrix
open scoped ComplexOrder

namespace ZoraGaugeShift

noncomputable section

variable {m n : Type*} [Fintype m] [DecidableEq m] [DecidableEq n]

/-- The diagonal entries of `(2c² - W - d)⁻¹`, for potentials and shifts with
`2c² - W i - d ≠ 0`. -/
def resolvent (c : ℝ) (W : m → ℝ) (d : ℝ) (i : m) : ℝ := (2 * c ^ 2 - W i - d)⁻¹

/-- The ZORA Hamiltonian `V + d + c² P† (2c² - W - d)⁻¹ P` at constant shift `d`,
for `2c² - W i - d ≠ 0`. -/
def zora (c : ℝ) (V : Matrix n n ℂ) (W : m → ℝ) (P : Matrix m n ℂ) (d : ℝ) :
    Matrix n n ℂ :=
  V + (d : ℂ) • (1 : Matrix n n ℂ) +
    (c : ℂ) ^ 2 • (Pᴴ * diagonal (fun i => (resolvent c W d i : ℂ)) * P)

/-- The map `X(d) = c (2c² - W - d)⁻¹ P` from the large to the small component,
for `2c² - W i - d ≠ 0`. -/
def smallComponent (c : ℝ) (W : m → ℝ) (P : Matrix m n ℂ) (d : ℝ) : Matrix m n ℂ :=
  (c : ℂ) • (diagonal (fun i => (resolvent c W d i : ℂ)) * P)

omit [DecidableEq n] in
/-- The overlap `X(a)† X(b)` is `P† f P` with the real diagonal weight
`f = c² (2c² - W - a)⁻¹ (2c² - W - b)⁻¹`. -/
theorem smallComponent_overlap (c : ℝ) (W : m → ℝ) (P : Matrix m n ℂ) (a b : ℝ) :
    (smallComponent c W P a)ᴴ * smallComponent c W P b =
      Pᴴ * diagonal (fun i =>
        ((c ^ 2 * (resolvent c W a i * resolvent c W b i) : ℝ) : ℂ)) * P := by
  ext j k
  rw [Matrix.mul_apply, Matrix.mul_apply]
  refine Finset.sum_congr rfl fun i _ => ?_
  simp only [smallComponent, conjTranspose_apply, Matrix.smul_apply, diagonal_mul,
    mul_diagonal, smul_eq_mul, Complex.star_def, map_mul, Complex.conj_ofReal]
  push_cast
  ring

/-- The exact change of the ZORA Hamiltonian between two shifts `d` and `e` at which all
denominators `2c² - W i - d` and `2c² - W i - e` are nonzero: `H(e) - H(d) = (e - d) (1 + X(d)†
X(e))`. -/
theorem zora_sub (c : ℝ) (V : Matrix n n ℂ) (W : m → ℝ) (P : Matrix m n ℂ) (d e : ℝ)
    (hd : ∀ i, 2 * c ^ 2 - W i - d ≠ 0) (he : ∀ i, 2 * c ^ 2 - W i - e ≠ 0) :
    zora c V W P e - zora c V W P d =
      ((e : ℂ) - d) • (1 + (smallComponent c W P d)ᴴ * smallComponent c W P e) := by
  rw [smallComponent_overlap]
  ext j k
  have key : (c : ℂ) ^ 2 * (Pᴴ * diagonal (fun i => (resolvent c W e i : ℂ)) * P) j k -
      (c : ℂ) ^ 2 * (Pᴴ * diagonal (fun i => (resolvent c W d i : ℂ)) * P) j k =
      ((e : ℂ) - d) * (Pᴴ * diagonal (fun i =>
        ((c ^ 2 * (resolvent c W d i * resolvent c W e i) : ℝ) : ℂ)) * P) j k := by
    rw [Matrix.mul_apply, Matrix.mul_apply, Matrix.mul_apply, Finset.mul_sum,
      Finset.mul_sum, Finset.mul_sum, ← Finset.sum_sub_distrib]
    refine Finset.sum_congr rfl fun i _ => ?_
    -- the scalar resolvent identity
    have hr : resolvent c W e i - resolvent c W d i =
        (e - d) * (resolvent c W d i * resolvent c W e i) := by
      have h1 := mul_inv_cancel₀ (hd i)
      have h2 := mul_inv_cancel₀ (he i)
      unfold resolvent
      linear_combination (2 * c ^ 2 - W i - e)⁻¹ * (-h1) + (2 * c ^ 2 - W i - d)⁻¹ * h2
    have hc : (resolvent c W e i : ℂ) - resolvent c W d i =
        ((e : ℂ) - d) * (resolvent c W d i * resolvent c W e i) := by
      exact_mod_cast hr
    simp only [mul_diagonal]
    push_cast
    linear_combination ((c : ℂ) ^ 2 * Pᴴ j i * P i k) * hc
  simp only [zora, Matrix.sub_apply, Matrix.add_apply, Matrix.smul_apply, smul_eq_mul]
  linear_combination key

variable [Fintype n]

/-- If all denominators at the shifts `d` and `e` are nonzero, the quadratic form `x† H x` of a
vector `x`, not necessarily normalised, moves by `e - d` times the squared norm of `x`, plus `e - d`
times a weighted sum of the squared moduli of the entries of `P x`. -/
theorem expectation_shift (c : ℝ) (V : Matrix n n ℂ) (W : m → ℝ) (P : Matrix m n ℂ)
    (d e : ℝ) (hd : ∀ i, 2 * c ^ 2 - W i - d ≠ 0) (he : ∀ i, 2 * c ^ 2 - W i - e ≠ 0)
    (x : n → ℂ) :
    star x ⬝ᵥ (zora c V W P e *ᵥ x) - star x ⬝ᵥ (zora c V W P d *ᵥ x) =
      (((e - d) * (∑ j, Complex.normSq (x j) +
        ∑ i, c ^ 2 * (resolvent c W d i * resolvent c W e i) *
          Complex.normSq ((P *ᵥ x) i)) : ℝ) : ℂ) := by
  have hx : star x ⬝ᵥ x = ((∑ j, Complex.normSq (x j) : ℝ) : ℂ) := by
    simp only [dotProduct, Pi.star_apply, Complex.star_def, Complex.ofReal_sum,
      Complex.normSq_eq_conj_mul_self]
  rw [← dotProduct_sub, ← Matrix.sub_mulVec, zora_sub c V W P d e hd he,
    smallComponent_overlap, Matrix.smul_mulVec, Matrix.add_mulVec, Matrix.one_mulVec,
    dotProduct_smul, dotProduct_add, hx, ← Matrix.mulVec_mulVec, ← Matrix.mulVec_mulVec,
    Matrix.dotProduct_mulVec, ← Matrix.star_mulVec, smul_eq_mul, Complex.ofReal_mul,
    Complex.ofReal_sub, Complex.ofReal_add]
  congr 2
  rw [Complex.ofReal_sum]
  refine Finset.sum_congr rfl fun i _ => ?_
  rw [Matrix.mulVec_diagonal, Complex.ofReal_mul, Complex.normSq_eq_conj_mul_self,
    Pi.star_apply, Complex.star_def]
  ring

end

end ZoraGaugeShift
```

The error:

```
Main.lean:98:50: error: Tactic `rewrite` failed: Did not find an occurrence of the pattern
  ↑(Complex.normSq ?m.409)
in the target expression
  star (P *ᵥ x) i * (↑(c ^ 2) * ↑(resolvent c W d i * resolvent c W e i) * (P *ᵥ x) i) =
    ↑(c ^ 2 * (resolvent c W d i * resolvent c W e i) * Complex.normSq ((P *ᵥ x) i))

case e_a.e_a
m : Type u_1
n : Type u_2
inst✝³ : Fintype m
inst✝² : DecidableEq m
inst✝¹ : DecidableEq n
inst✝ : Fintype n
c : ℝ
V : Matrix n n ℂ
W : m → ℝ
P : Matrix m n ℂ
d e : ℝ
hd : ∀ (i : m), 2 * c ^ 2 - W i - d ≠ 0
he : ∀ (i : m), 2 * c ^ 2 - W i - e ≠ 0
x : n → ℂ
hx : star x ⬝ᵥ x = ↑(∑ j, Complex.normSq (x j))
i : m
x✝ : i ∈ Finset.univ
⊢ star (P *ᵥ x) i * (↑(c ^ 2) * ↑(resolvent c W d i * resolvent c W e i) * (P *ᵥ x) i) =
    ↑(c ^ 2 * (resolvent c W d i * resolvent c W e i) * Complex.normSq ((P *ᵥ x) i))
```

Lean accepts the file once it reads:

```diff
@@ -96,6 +96,7 @@
   rw [Complex.ofReal_sum]
   refine Finset.sum_congr rfl fun i _ => ?_
-  rw [Matrix.mulVec_diagonal, Complex.ofReal_mul, Complex.normSq_eq_conj_mul_self,
-    Pi.star_apply, Complex.star_def]
+  rw [Matrix.mulVec_diagonal, Pi.star_apply, Complex.star_def,
+    Complex.ofReal_mul (c ^ 2 * (resolvent c W d i * resolvent c W e i))
+      (Complex.normSq ((P *ᵥ x) i)), Complex.normSq_eq_conj_mul_self]
   ring
 
```

The error says that `Complex.normSq_eq_conj_mul_self` found no squared modulus standing alone under a cast from ℝ to ℂ. The step before it, `Complex.ofReal_mul`, was meant to split the cast on the right-hand side into the cast of the weight times the cast of `Complex.normSq ((P *ᵥ x) i)`. Given without arguments, it matched the cast of the weight on the left instead, and split that into `↑(c ^ 2)` and `↑(resolvent c W d i * resolvent c W e i)`. Once `rw` has fixed the arguments of a lemma by its first match, it rewrites only instances of that same expression, so the product on the right stayed under a single cast.

The repair gives `Complex.ofReal_mul` its two factors explicitly, the weight and the squared modulus, so that only the product on the right fits. The squared modulus then has its own cast and can be rewritten as conjugate times value, after which `ring` closes the goal. Moving `Pi.star_apply` and `Complex.star_def` earlier is mere tidying.
